# For adhesion $0<w<2\gamma$, the Young–Dupré cap is the unique energy minimizer among spherical caps of its volume

A contact angle found by setting a derivative to zero may belong to a shape that is not the stable one. The vanishing derivative does not say whether the energy there is a minimum or a maximum, or whether a quite different cap of the same volume lies lower. For positive adhesion below $2\gamma$, a cap obeying the Young–Dupré equation exists at every volume, and an exact formula compares its energy with that of any other cap of the same volume and shows that it is the unique minimizer. For stronger adhesion there is no lowest cap at all, which a separate construction shows at the end.

The setting is a particle or droplet on a flat substrate, shaped as a spherical cap with base radius $a$ and height $H$. Two constants describe the materials. The surface energy $\gamma$ is the cost per area of free surface, taken to be the same in every direction. The adhesion $w$ is the work per area needed to pull the particle off the substrate, which leaves two free surfaces behind.

```lean
import Mathlib

open Real

namespace IsotropicWinterbottom

noncomputable section
```

The first line loads Mathlib, Lean's mathematical library, and `open Real` allows the number $\pi$ to be written as `π`.

## The cap, its energy and its contact angle

```lean
/-- Volume of a spherical cap with base radius `a` and height `H`. -/
def capVolume (a H : ℝ) : ℝ := π * H * (3 * a ^ 2 + H ^ 2) / 6
```

A definition in Lean names a function. This one takes two real numbers and returns

$$V=\frac{\pi H(3a^2+H^2)}{6}.$$

The definition accepts any real numbers; the theorems add the conditions $a>0$ and $H>0$ where they need them.

```lean
/-- Surface energy of a cap: the free surface costs `γ` per area, and the base, where the
adhesion `w` is gained, costs `γ - w` per area. -/
def capEnergy (γ w a H : ℝ) : ℝ := γ * (π * (a ^ 2 + H ^ 2)) + (γ - w) * (π * a ^ 2)
```

The curved surface has area $\pi(a^2+H^2)$ and costs $\gamma$ per area. The base has area $\pi a^2$. Covering the substrate there replaces bare substrate by interface, which changes the energy by $\gamma-w$ per area. Energies are therefore counted relative to the bare substrate, and

$$E=\gamma\pi(a^2+H^2)+(\gamma-w)\pi a^2=\pi\left[(2\gamma-w)a^2+\gamma H^2\right].$$

Gravity and line tension are left out.

```lean
/-- Radius of the sphere from which the cap is cut, for `H > 0`. -/
def capRadius (a H : ℝ) : ℝ := (a ^ 2 + H ^ 2) / (2 * H)
```

The sphere's centre lies at distance $|R-H|$ from the substrate, so Pythagoras gives $a^2+(R-H)^2=R^2$. Hence $R=(a^2+H^2)/(2H)$.

```lean
/-- Cosine of the contact angle, for `H > 0`: the depth of the sphere's centre below the
substrate divided by the sphere's radius. -/
def contactCos (a H : ℝ) : ℝ := (capRadius a H - H) / capRadius a H
```

The contact angle $\theta$ is measured through the particle, and $\cos\theta=(R-H)/R$. A flat cap has its centre below the substrate and a positive cosine; a cap taller than a hemisphere has a negative one. The file works with the cosine alone and never defines $\theta$ itself.

```lean
/-- For a cap of positive height the cosine of the contact angle is
`(a² - H²) / (a² + H²)`. -/
theorem contactCos_eq {a H : ℝ} (hH : 0 < H) :
    contactCos a H = (a ^ 2 - H ^ 2) / (a ^ 2 + H ^ 2) := by
  have h2 : 2 * H ≠ 0 := by positivity
  have h1 : (a ^ 2 + H ^ 2) / (2 * H) - H = (a ^ 2 - H ^ 2) / (2 * H) := by
    rw [eq_div_iff h2, sub_mul, div_mul_cancel₀ _ h2]
    ring
  unfold contactCos capRadius
  rw [h1, div_div_div_cancel_right₀ h2]
```

This is the first theorem. Quantities in curly braces are ones that Lean infers from context, `hH` is a name for the hypothesis $0<H$, and the claim follows the colon. By hand, $R-H=(a^2-H^2)/(2H)$, and division by $R$ cancels the factor $2H$:

$$\cos\theta=\frac{a^2-H^2}{a^2+H^2}.$$

The proof takes the same two steps.

## Two equivalent forms of Young–Dupré

```lean
/-- For a cap of positive height the Young-Dupré equation is equivalent to the polynomial
relation `w (a² + H²) = 2 γ a²`. -/
theorem youngDupre_iff {γ w a H : ℝ} (hH : 0 < H) :
    w = γ * (1 + contactCos a H) ↔ w * (a ^ 2 + H ^ 2) = 2 * γ * a ^ 2 := by
  have hs : a ^ 2 + H ^ 2 ≠ 0 := by positivity
  have hc : contactCos a H * (a ^ 2 + H ^ 2) = a ^ 2 - H ^ 2 := by
    rw [contactCos_eq hH, div_mul_cancel₀ _ hs]
  constructor
  · intro h
    linear_combination (a ^ 2 + H ^ 2) * h + γ * hc
  · intro h
    apply mul_right_cancel₀ hs
    linear_combination h - γ * hc
```

The Young–Dupré equation is $w=\gamma(1+\cos\theta)$. Inserting the cosine gives $w=2\gamma a^2/(a^2+H^2)$, that is,

$$w(a^2+H^2)=2\gamma a^2,\qquad\text{or}\qquad (2\gamma-w)a^2=wH^2.$$

The symbol `↔` means "if and only if", and `constructor` splits the proof into its two directions. The tactic `linear_combination` does the algebra: it is told what to multiply each known equation by, and it checks that the sum gives the goal.

```lean
/-- Winterbottom's truncation rule: a cap of positive height obeys Young-Dupré exactly when
the height `H - R` of the sphere's centre above the substrate is to the radius `R`
as `γ - w` is to `γ`. -/
theorem youngDupre_iff_truncation {γ w a H : ℝ} (hH : 0 < H) :
    w = γ * (1 + contactCos a H) ↔
      γ * (H - capRadius a H) = (γ - w) * capRadius a H := by
  have hR : capRadius a H ≠ 0 := by
    unfold capRadius
    positivity
  have hc : contactCos a H * capRadius a H = capRadius a H - H := by
    unfold contactCos
    exact div_mul_cancel₀ _ hR
  constructor
  · intro h
    linear_combination capRadius a H * h + γ * hc
  · intro h
    apply mul_right_cancel₀ hR
    linear_combination h - γ * hc
```

Multiplying Young–Dupré by $R$ gives $wR=\gamma R+\gamma(R-H)$, which rearranges to

$$\gamma(H-R)=(\gamma-w)R.$$

This is Winterbottom's truncation rule for a sphere: the substrate cuts it at a signed distance from the centre that is to $R$ as $\gamma-w$ is to $\gamma$.

## The energy gap between two caps of equal volume

```lean
/-- Exact excess energy of a cap `(b, h)` over a cap `(a, H)` of the same volume that obeys
Young-Dupré, both of positive height. -/
theorem energy_gap {γ w a H b h : ℝ} (hH : 0 < H) (hh : 0 < h)
    (hV : capVolume b h = capVolume a H) (hY : w = γ * (1 + contactCos a H)) :
    capEnergy γ w b h - capEnergy γ w a H =
      π * (γ + w) * (h - H) ^ 2 * (h + 2 * H) / (3 * h) := by
  have hy := (youngDupre_iff hH).1 hY
  have h3 : 3 * h ≠ 0 := by positivity
  rw [eq_div_iff h3]
  unfold capVolume at hV
  unfold capEnergy
  -- the volume constraint removes `b`, Young-Dupré removes `a`
  linear_combination 6 * (2 * γ - w) * hV + 3 * π * (h - H) * hy
```

Let $(a,H)$ obey Young–Dupré, and let $(b,h)$ be any competitor of the same volume. The theorem gives the energy difference exactly:

$$E(b,h)-E(a,H)=\frac{\pi(\gamma+w)(h-H)^2(h+2H)}{3h}.$$

To derive it, start from equal volumes, $h(3b^2+h^2)=H(3a^2+H^2)$. Multiply by $2\gamma-w$ and use $(2\gamma-w)a^2=wH^2$ on the right:

$$(2\gamma-w)\,h(3b^2+h^2)=H^3(3w+2\gamma-w)=2(\gamma+w)H^3.$$

This expresses $b^2$ through $h$ and $H$. Substituting into the energy gives

$$E(b,h)=\frac{\pi}{3h}\left[2(\gamma+w)H^3-(2\gamma-w)h^3+3\gamma h^3\right]=\frac{\pi(\gamma+w)(2H^3+h^3)}{3h}.$$

For the Young–Dupré cap itself, $E(a,H)=\pi(wH^2+\gamma H^2)=\pi(\gamma+w)H^2$. The difference contains $h^3-3hH^2+2H^3$, which factors as $(h-H)^2(h+2H)$.

In Lean, `rw [eq_div_iff h3]` clears the denominator $3h$. The last line then performs both eliminations: the multiple of `hV` removes $b$, and the multiple of `hy` removes $a$.

## Existence and uniqueness of the best cap

```lean
/-- For `0 < w < 2γ` and every volume `V > 0` there is a cap of volume `V` that obeys
Young-Dupré. -/
theorem exists_youngDupre_cap {γ w V : ℝ} (hw : 0 < w) (hw2 : w < 2 * γ) (hV : 0 < V) :
    ∃ a H : ℝ, 0 < a ∧ 0 < H ∧ capVolume a H = V ∧ w = γ * (1 + contactCos a H) := by
  have hm : 0 < 2 * γ - w := by linarith
  have hn : 0 < γ + w := by linarith
  have hpn : 0 < π * (γ + w) := mul_pos pi_pos hn
  have hx : 0 < 3 * (2 * γ - w) * V / (π * (γ + w)) := by positivity
  -- the height is a cube root
  obtain ⟨H, hH, hH3⟩ : ∃ H : ℝ, 0 < H ∧ H ^ 3 = 3 * (2 * γ - w) * V / (π * (γ + w)) := by
    refine ⟨(3 * (2 * γ - w) * V / (π * (γ + w))) ^ ((1 : ℝ) / 3),
      Real.rpow_pos_of_pos hx _, ?_⟩
    rw [← Real.rpow_natCast, ← Real.rpow_mul hx.le]
    norm_num
  rw [eq_div_iff hpn.ne'] at hH3
  have hq0 : 0 < w / (2 * γ - w) := div_pos hw hm
  have hq : w / (2 * γ - w) * (2 * γ - w) = w := div_mul_cancel₀ _ hm.ne'
  have ha2 : (H * Real.sqrt (w / (2 * γ - w))) ^ 2 = H ^ 2 * (w / (2 * γ - w)) := by
    rw [mul_pow, Real.sq_sqrt hq0.le]
  refine ⟨H * Real.sqrt (w / (2 * γ - w)), H, mul_pos hH (Real.sqrt_pos.2 hq0), hH, ?_, ?_⟩
  · apply mul_left_cancel₀ hm.ne'
    unfold capVolume
    rw [ha2]
    linear_combination (π * H ^ 3 / 2) * hq + hH3 / 3
  · rw [youngDupre_iff hH, ha2]
    linear_combination (-H ^ 2) * hq
```

The symbol `∃` reads "there exist". For $0<w<2\gamma$ and any $V>0$, the theorem supplies a cap with the required volume and contact angle. Young–Dupré fixes the proportions, $a^2=H^2w/(2\gamma-w)$. The volume then satisfies $(2\gamma-w)V=\pi(\gamma+w)H^3/3$, so

$$H^3=\frac{3(2\gamma-w)V}{\pi(\gamma+w)}.$$

The condition $0<w<2\gamma$ makes $w$, $2\gamma-w$ and $\gamma+w$ all positive, so the right-hand side and $a^2$ are positive too. The proof takes the real cube root for $H$ and a square root for $a$, then checks the volume and Young–Dupré in turn.

```lean
/-- Isotropic Winterbottom theorem: for `0 < w < 2γ` and `V > 0` there is a cap of volume `V`
that obeys Young-Dupré and has strictly less energy than every other cap of that volume. -/
theorem winterbottom {γ w V : ℝ} (hw : 0 < w) (hw2 : w < 2 * γ) (hV : 0 < V) :
    ∃ a H : ℝ, 0 < a ∧ 0 < H ∧ capVolume a H = V ∧ w = γ * (1 + contactCos a H) ∧
      ∀ b h : ℝ, 0 < b → 0 < h → capVolume b h = V → (b, h) ≠ (a, H) →
        capEnergy γ w a H < capEnergy γ w b h := by
  obtain ⟨a, H, ha, hH, hvol, hY⟩ := exists_youngDupre_cap hw hw2 hV
  refine ⟨a, H, ha, hH, hvol, hY, ?_⟩
  intro b h hb hh hbv hne
  have hn : 0 < γ + w := by linarith
  -- caps of equal volume and equal height coincide
  have hhH : h - H ≠ 0 := by
    intro h0
    have he : h = H := by linarith
    subst he
    have hv : capVolume b h = capVolume a h := hbv.trans hvol.symm
    unfold capVolume at hv
    have hph : π * h ≠ 0 := (mul_pos pi_pos hh).ne'
    have hsq : b ^ 2 = a ^ 2 := by
      apply mul_left_cancel₀ hph
      linear_combination 2 * hv
    have hab : b = a := by nlinarith
    exact hne (by rw [hab])
  have hgap := energy_gap hH hh (hbv.trans hvol.symm) hY
  have hpos : 0 < π * (γ + w) * (h - H) ^ 2 * (h + 2 * H) / (3 * h) := by positivity
  linarith
```

This is the main theorem. For $0<w<2\gamma$ and $V>0$ there is a cap $(a,H)$ of volume $V$ that obeys Young–Dupré, and every other cap $(b,h)$ of that volume has strictly more energy. The symbol `∀` reads "for all", and `(b, h) ≠ (a, H)` says that the two caps differ. The condition $\gamma>0$ is not listed because it follows from $0<w<2\gamma$.

The argument takes the cap just constructed and looks at the gap. If $h=H$, equal volumes force $b^2=a^2$, and then $b=a$ since both are positive, so the caps would be the same. Different caps therefore have $h\neq H$, and every factor in the gap is positive. The block `hhH` is the first half of this argument, and `hpos` is the second.

Winterbottom's construction is known for crystals whose surface energy depends on orientation, and there the equilibrium shape is sought among all shapes. Here $\gamma$ is a single number and the spherical form is assumed from the start, so caps compete only with caps.

```lean
/-- For `0 < w < 2γ` a cap has the least energy among all caps of its own volume if and only
if it obeys Young-Dupré. -/
theorem minimizer_iff_youngDupre {γ w a H : ℝ} (hw : 0 < w) (hw2 : w < 2 * γ)
    (ha : 0 < a) (hH : 0 < H) :
    (∀ b h : ℝ, 0 < b → 0 < h → capVolume b h = capVolume a H →
      capEnergy γ w a H ≤ capEnergy γ w b h) ↔ w = γ * (1 + contactCos a H) := by
  constructor
  · intro hmin
    have hV : 0 < capVolume a H := by
      unfold capVolume
      positivity
    obtain ⟨a₀, H₀, ha₀, hH₀, hv₀, hY₀, hlt⟩ := winterbottom hw hw2 hV
    by_cases he : (a, H) = (a₀, H₀)
    · rw [Prod.mk.injEq] at he
      rw [he.1, he.2]
      exact hY₀
    · exact absurd (hmin a₀ H₀ ha₀ hH₀ hv₀) (not_le_of_gt (hlt a H ha hH rfl he))
  · intro hY b h _ hh hv
    have hn : 0 < γ + w := by linarith
    have hgap := energy_gap hH hh hv hY
    have hpos : 0 ≤ π * (γ + w) * (h - H) ^ 2 * (h + 2 * H) / (3 * h) := by positivity
    linarith
```

The previous theorem produces one good cap for each volume; this one tests a cap that is already given. For $0<w<2\gamma$, a cap $(a,H)$ has the least energy at its own volume if and only if it obeys Young–Dupré.

From right to left, the gap is never negative. From left to right, let $(a_0,H_0)$ be the cap from the main theorem at the same volume. If $(a,H)$ were different, $(a_0,H_0)$ would have strictly less energy, contradicting minimality. The two caps therefore agree, and $(a,H)$ inherits Young–Dupré. The line `by_cases` separates these two possibilities.

With $\gamma$ and $w$ taken from electronic-structure calculations, the condition predicts the contact angle of a supported particle, within a continuum model that has one orientation-independent surface energy and cap shapes only.

## The equilibrium energy and the limit of no adhesion

```lean
/-- The energy `E` of a cap of positive height and volume `V` that obeys Young-Dupré satisfies
`E³ = 9π (γ + w) (2γ - w)² V²`. -/
theorem equilibrium_energy_cubed {γ w a H : ℝ} (hH : 0 < H)
    (hY : w = γ * (1 + contactCos a H)) :
    capEnergy γ w a H ^ 3 =
      9 * π * (γ + w) * (2 * γ - w) ^ 2 * capVolume a H ^ 2 := by
  have hy := (youngDupre_iff hH).1 hY
  have hE : capEnergy γ w a H = π * (γ + w) * H ^ 2 := by
    unfold capEnergy
    linear_combination (-π) * hy
  have hmV : (2 * γ - w) * capVolume a H = π * (γ + w) * H ^ 3 / 3 := by
    unfold capVolume
    linear_combination (-(π * H / 2)) * hy
  rw [hE]
  linear_combination (-(9 * π * (γ + w))) *
    ((2 * γ - w) * capVolume a H + π * (γ + w) * H ^ 3 / 3) * hmV
```

For a cap obeying Young–Dupré, the derivations above gave $E=\pi(\gamma+w)H^2$ and $(2\gamma-w)V=\pi(\gamma+w)H^3/3$. Cubing the first and squaring the second eliminates $H$:

$$E^3=9\pi(\gamma+w)(2\gamma-w)^2V^2.$$

In the proof, `hE` and `hmV` are these two relations. At fixed $\gamma$ and $w$ the equilibrium energy grows as $V^{2/3}$, like a surface area.

The theorem does not require $a>0$, so it includes the limit $w=0$, $a=0$, where the cap has closed into a full sphere touching the substrate at a point. The formula becomes $E^3=36\pi\gamma^3V^2$. This agrees with $E=4\pi R^2\gamma$ and $V=4\pi R^3/3$.

## No best cap once the adhesion reaches $2\gamma$

```lean
/-- If `γ > 0` and the adhesion reaches `2γ`, every cap of positive height has more energy than
some flatter cap of the same volume. -/
theorem no_minimizer_of_wetting {γ w a H : ℝ} (hγ : 0 < γ) (hw : 2 * γ ≤ w) (hH : 0 < H) :
    ∃ b h : ℝ, 0 < b ∧ 0 < h ∧ h < H ∧ capVolume b h = capVolume a H ∧
      capEnergy γ w b h < capEnergy γ w a H := by
  -- halve the height and widen the base to keep the volume
  have hx : 0 < 2 * a ^ 2 + 7 * H ^ 2 / 12 := by positivity
  have hb := Real.sq_sqrt hx.le
  refine ⟨Real.sqrt (2 * a ^ 2 + 7 * H ^ 2 / 12), H / 2, Real.sqrt_pos.2 hx,
    by linarith, by linarith, ?_, ?_⟩
  · unfold capVolume
    rw [hb]
    ring
  · unfold capEnergy
    rw [hb]
    have p1 : 0 ≤ π * ((w - 2 * γ) * (a ^ 2 + 7 * H ^ 2 / 12)) :=
      mul_nonneg pi_pos.le (mul_nonneg (sub_nonneg.2 hw) (by positivity))
    have p2 : 0 < π * (γ * H ^ 2) := by positivity
    nlinarith [p1, p2]

end

end IsotropicWinterbottom
```

The value $2\gamma$ is the work of cohesion, the cost per area of splitting the material into two free surfaces. If $\gamma>0$ and $w\ge2\gamma$, every cap is beaten by a flatter one of equal volume, so no minimizer exists.

The proof halves the height and widens the base:

$$h=\frac H2,\qquad b^2=2a^2+\frac{7H^2}{12}.$$

Then $h(3b^2+h^2)=\frac H2(6a^2+2H^2)=H(3a^2+H^2)$, so the volume is unchanged. The energy falls by

$$E(a,H)-E(b,h)=\pi\left[(w-2\gamma)\left(a^2+\frac{7H^2}{12}\right)+\frac{3\gamma H^2}{4}\right]>0.$$

The facts `p1` and `p2` record the signs of the two contributions, and `nlinarith` combines them.

A small example shows what the hypothesis $w<2\gamma$ does in the main theorem. Take $\gamma=1$, $w=2$ and $a=H=1$ in suitable units. The cap has volume $2\pi/3$ and energy $\pi$. The cap with $h=1/2$ and $b^2=31/12$ has the same volume and energy $\pi/4$. Repeating the step lowers the energy again, as the material spreads into an ever thinner layer.

```lean
#print axioms IsotropicWinterbottom.youngDupre_iff_truncation
#print axioms IsotropicWinterbottom.minimizer_iff_youngDupre
#print axioms IsotropicWinterbottom.equilibrium_energy_cubed
#print axioms IsotropicWinterbottom.no_minimizer_of_wetting
```

```
'IsotropicWinterbottom.youngDupre_iff_truncation' depends on axioms: [propext, Classical.choice, Quot.sound]
'IsotropicWinterbottom.minimizer_iff_youngDupre' depends on axioms: [propext, Classical.choice, Quot.sound]
'IsotropicWinterbottom.equilibrium_energy_cubed' depends on axioms: [propext, Classical.choice, Quot.sound]
'IsotropicWinterbottom.no_minimizer_of_wetting' depends on axioms: [propext, Classical.choice, Quot.sound]
```
